# With a fixed total trust radius, the number of exact steps needed to minimize n identical, equally displaced harmonic fragments grows as √n

To count the steps that a trust-region minimizer takes on n non-interacting copies of a system, one must first choose what a step is: an update formula, or a property of the point reached. Here it is a property. The new point lies within a distance r of the current one, and no other point within that distance has lower energy.

## Fragments sharing one trust radius

Each fragment i has one coordinate x_i, measured from its equilibrium position, and a force constant k > 0, so that equilibrium is a stable minimum. The total energy is

E(x) = ∑ k x_i²/2.

All fragments start at the same displacement a ≥ 0. The trust radius r > 0 is the distance over which a local energy model would be trusted. It limits the Euclidean length ‖y − x‖ of the whole displacement from x to y, so the fragments share it.

In second-order SCF the coordinates would be orbital-rotation parameters, and r would limit their total norm. A real SCF energy is not in general this quadratic sum, and the theorems do not cover it.

## The step count as a Lean statement

The main theorem, `first_minimum_uniformStart`, says that the minimum is first reached after

⌈a√n/r⌉

steps, where ⌈t⌉ is t rounded up to an integer.

- `Config n` is the space of n real coordinates with the Euclidean norm.
- `IsTrustStep k r x y` says that y exactly minimizes the energy in the closed ball of radius r about x.
- `IsMinimum k x` says that x is a global minimum of the energy.
- The sequence `x : ℕ → Config n` starts at `x 0`, and `hx` says that every successive pair is an exact step with the same r.
- `IsLeast` says that the stated number belongs to the set of indices at which the minimum is attained, and that no smaller index does.

Two further theorems express the size dependence. For fixed k, r, a > 0 and any budget of M steps, `fixed_radius_not_size_intensive` gives a size n₀ from which on M steps are not enough. If the total radius is instead ρ√n with ρ > 0, `scaled_radius_size_intensive` gives ⌈a/ρ⌉ steps for every n > 0. The letter ρ is a radius parameter here, not the ratio of actual to predicted energy change that it often denotes in trust-region methods.

Radii that are updated during the run and approximately solved steps lie beyond these statements.

## From one step to the full count

Since E(x) = (k/2)‖x‖² and k > 0, lower energy means smaller distance from the origin. Write d = ‖x‖. For any z with ‖z − x‖ ≤ r, the triangle inequality gives

‖z‖ ≥ d − ‖z − x‖ ≥ d − r,

and also ‖z‖ ≥ 0. Hence ‖z‖ ≥ max(d − r, 0). The point

T(x) = (1 − r/max(r, d)) x

attains this bound. If d ≤ r, it is the origin, which lies in the ball. If d > r, it is (1 − r/d)x, at distance r from x and with norm d − r.

It is also the only minimizer. For d ≤ r, only the origin has norm zero. For d > r, let y be a minimizer, so ‖y‖ = d − r and ‖y − x‖ ≤ r. Expanding the square,

(d − r)² − 2⟨y, x⟩ + d² ≤ r²,

which gives ⟨y, x⟩ ≥ d(d − r). With c = 1 − r/d, so that cd = d − r,

‖y − cx‖² = 2(d − r)² − 2c⟨y, x⟩ ≤ 2(d − r)² − 2(d − r)² = 0,

and y = cx = T(x).

Let d_m be the distance from the origin after m steps. Then d_{m+1} = max(d_m − r, 0), and induction gives

d_m = max(d_0 − m r, 0).

If d_0 − m r ≤ 0, the point is already at the origin and stays there; otherwise one more r is subtracted, down to zero at the lowest. The minimum is therefore attained at step m exactly when d_0 ≤ m r, that is, when m ≥ ⌈d_0/r⌉. For the uniform start,

d_0 = √(n a²) = a√n,

which gives the count.

For a > 0, M steps fail whenever a√n > M r, that is, whenever n > (M r/a)². Replacing r by ρ√n cancels √n and leaves ⌈a/ρ⌉.

## The complete Lean file

```lean
import Mathlib

namespace TrustRadiusSizeScaling

noncomputable section

/-- Configurations of `n` fragments, one coordinate each, with the Euclidean norm. -/
abbrev Config (n : ℕ) := EuclideanSpace ℝ (Fin n)

/-- The energy of `n` identical, non-interacting harmonic fragments of force constant `k`. -/
def energy {n : ℕ} (k : ℝ) (x : Config n) : ℝ := ∑ i, k * x i ^ 2 / 2

/-- The configuration `x` is a global minimum of the energy. -/
def IsMinimum {n : ℕ} (k : ℝ) (x : Config n) : Prop :=
  ∀ z : Config n, energy k x ≤ energy k z

/-- The point `y` exactly minimizes the energy within distance `r` of the current point `x`. -/
def IsTrustStep {n : ℕ} (k r : ℝ) (x y : Config n) : Prop :=
  ‖y - x‖ ≤ r ∧ ∀ z : Config n, ‖z - x‖ ≤ r → energy k y ≤ energy k z

/-- The configuration in which every fragment has the same displacement `a`. -/
def uniformStart (n : ℕ) (a : ℝ) : Config n := WithLp.toLp 2 (fun _ => a)

/-- The point reached from `x` by scaling it towards the origin, for a trust radius `r > 0`. -/
def trustStep {n : ℕ} (r : ℝ) (x : Config n) : Config n := (1 - r / max r ‖x‖) • x

/-- For `k > 0`, a configuration is lower in energy exactly when it is closer to the origin. -/
theorem energy_le_iff {n : ℕ} {k : ℝ} (hk : 0 < k) (x y : Config n) :
    energy k x ≤ energy k y ↔ ‖x‖ ≤ ‖y‖ := by
  have he : ∀ z : Config n, energy k z = k / 2 * ‖z‖ ^ 2 := by
    intro z
    unfold energy
    rw [EuclideanSpace.norm_sq_eq, Finset.mul_sum]
    refine Finset.sum_congr rfl fun i _ => ?_
    rw [Real.norm_eq_abs, sq_abs]
    ring
  rw [he, he]
  constructor
  · intro h
    have h2 : ‖x‖ ^ 2 ≤ ‖y‖ ^ 2 := le_of_mul_le_mul_left h (half_pos hk)
    by_contra hlt
    have hlt' := lt_of_not_ge hlt
    nlinarith [norm_nonneg y]
  · intro h
    gcongr

/-- For `r > 0`, the scaled point is closer to the origin by `r`, or at the origin if that
was within reach. -/
theorem norm_trustStep {n : ℕ} {r : ℝ} (hr : 0 < r) (x : Config n) :
    ‖trustStep r x‖ = max (‖x‖ - r) 0 := by
  unfold trustStep
  rcases le_total ‖x‖ r with h | h
  · rw [max_eq_left h, div_self hr.ne', sub_self, zero_smul, norm_zero,
      max_eq_right (by linarith : ‖x‖ - r ≤ 0)]
  · have hx : 0 < ‖x‖ := lt_of_lt_of_le hr h
    have hc : 0 ≤ 1 - r / ‖x‖ := sub_nonneg.2 ((div_le_one hx).2 h)
    rw [max_eq_right h, norm_smul, Real.norm_of_nonneg hc,
      max_eq_left (by linarith : 0 ≤ ‖x‖ - r), sub_mul, one_mul, div_mul_cancel₀ r hx.ne']

/-- For `k > 0` and `r > 0`, the exact trust-region step exists, is unique, and is the
scaled point `trustStep r x`. -/
theorem isTrustStep_iff {n : ℕ} {k r : ℝ} (hk : 0 < k) (hr : 0 < r) (x y : Config n) :
    IsTrustStep k r x y ↔ y = trustStep r x := by
  -- the scaled point lies inside the trust region
  have hin : ‖trustStep r x - x‖ ≤ r := by
    have hM : 0 < max r ‖x‖ := lt_of_lt_of_le hr (le_max_left _ _)
    have e : trustStep r x - x = (-(r / max r ‖x‖)) • x := by
      unfold trustStep
      module
    rw [e, norm_smul, norm_neg, Real.norm_of_nonneg (div_pos hr hM).le, div_mul_eq_mul_div,
      div_le_iff₀ hM]
    exact mul_le_mul_of_nonneg_left (le_max_right _ _) hr.le
  -- no point of the trust region is closer to the origin
  have hopt : ∀ z : Config n, ‖z - x‖ ≤ r → ‖trustStep r x‖ ≤ ‖z‖ := by
    intro z hz
    rw [norm_trustStep hr]
    have h1 := norm_sub_norm_le x z
    rw [norm_sub_rev] at h1
    exact max_le (by linarith) (norm_nonneg z)
  constructor
  · rintro ⟨hy, hmin⟩
    have hN : ‖y‖ = ‖trustStep r x‖ :=
      le_antisymm ((energy_le_iff hk _ _).1 (hmin _ hin)) (hopt y hy)
    rcases le_total ‖x‖ r with h | h
    · have h0 : ‖trustStep r x‖ = 0 := by
        rw [norm_trustStep hr, max_eq_right (by linarith : ‖x‖ - r ≤ 0)]
      rw [norm_eq_zero.1 h0, norm_eq_zero.1 (hN.trans h0)]
    · -- expanding squared norms shows that the two points coincide
      have hx : 0 < ‖x‖ := lt_of_lt_of_le hr h
      have hp : ‖trustStep r x‖ = ‖x‖ - r := by
        rw [norm_trustStep hr, max_eq_left (by linarith : 0 ≤ ‖x‖ - r)]
      have hc : 0 ≤ 1 - r / ‖x‖ := sub_nonneg.2 ((div_le_one hx).2 h)
      have hcx : (1 - r / ‖x‖) * ‖x‖ = ‖x‖ - r := by
        rw [sub_mul, one_mul, div_mul_cancel₀ r hx.ne']
      have hsq : ‖y - x‖ ^ 2 ≤ r ^ 2 := pow_le_pow_left₀ (norm_nonneg _) hy 2
      rw [norm_sub_sq_real, hN, hp] at hsq
      have hI : ‖x‖ * (‖x‖ - r) ≤ inner ℝ y x := by nlinarith
      have hcI := mul_le_mul_of_nonneg_left hI hc
      rw [← mul_assoc, hcx] at hcI
      have hi : inner ℝ y (trustStep r x) = (1 - r / ‖x‖) * inner ℝ y x := by
        unfold trustStep
        rw [max_eq_right h, inner_smul_right]
      have hd : ‖y - trustStep r x‖ ^ 2 ≤ 0 := by
        rw [norm_sub_sq_real, hi, hN, hp]
        nlinarith
      have hz : ‖y - trustStep r x‖ = 0 :=
        pow_eq_zero_iff two_ne_zero |>.1 (le_antisymm hd (sq_nonneg _))
      exact sub_eq_zero.1 (norm_eq_zero.1 hz)
  · rintro rfl
    exact ⟨hin, fun z hz => (energy_le_iff hk _ _).2 (hopt z hz)⟩

/-- For `k > 0` and `r > 0`, iterating `trustStep r` from any start gives a sequence of exact
trust-region steps. -/
theorem trustStep_iterate_witness {n : ℕ} {k r : ℝ} (hk : 0 < k) (hr : 0 < r)
    (x₀ : Config n) (m : ℕ) :
    IsTrustStep k r ((trustStep r)^[m] x₀) ((trustStep r)^[m + 1] x₀) :=
  (isTrustStep_iff hk hr _ _).2 (Function.iterate_succ_apply' _ _ _)

/-- For `k > 0` and `r > 0`, the distance to the origin after `m` exact steps is the initial
distance less `m * r`, or zero once this is negative. -/
theorem norm_after_steps {n : ℕ} {k r : ℝ} (hk : 0 < k) (hr : 0 < r) {x : ℕ → Config n}
    (hx : ∀ m, IsTrustStep k r (x m) (x (m + 1))) (m : ℕ) :
    ‖x m‖ = max (‖x 0‖ - m * r) 0 := by
  induction m with
  | zero => simp
  | succ m ih =>
    rw [(isTrustStep_iff hk hr _ _).1 (hx m), norm_trustStep hr, ih]
    push_cast
    rcases le_total (‖x 0‖ - m * r) 0 with h | h
    · rw [max_eq_right h, max_eq_right (by linarith : (0 : ℝ) - r ≤ 0),
        max_eq_right (by linarith : ‖x 0‖ - ((m : ℝ) + 1) * r ≤ 0)]
    · rw [max_eq_left h]
      congr 1
      ring

/-- For `k > 0`, `r > 0` and any start, the `m`-th point is a minimum exactly when `m` is at
least the initial distance divided by `r`, rounded up. -/
theorem isMinimum_iff_ceil_le {n : ℕ} {k r : ℝ} (hk : 0 < k) (hr : 0 < r) {x : ℕ → Config n}
    (hx : ∀ m, IsTrustStep k r (x m) (x (m + 1))) (m : ℕ) :
    IsMinimum k (x m) ↔ ⌈‖x 0‖ / r⌉₊ ≤ m := by
  rw [Nat.ceil_le, div_le_iff₀ hr]
  have hn := norm_after_steps hk hr hx m
  constructor
  · intro h
    have h0 := (energy_le_iff hk _ _).1 (h 0)
    rw [norm_zero, hn] at h0
    linarith [le_max_left (‖x 0‖ - m * r) 0]
  · intro h z
    apply (energy_le_iff hk _ _).2
    rw [hn, max_eq_right (by linarith : ‖x 0‖ - m * r ≤ 0)]
    exact norm_nonneg z

/-- For `a ≥ 0`, displacing each of `n` fragments by `a` is a total displacement `a * √n`. -/
theorem norm_uniformStart (n : ℕ) {a : ℝ} (ha : 0 ≤ a) :
    ‖uniformStart n a‖ = a * √(n : ℝ) := by
  apply (sq_eq_sq₀ (norm_nonneg _) (by positivity)).mp
  rw [EuclideanSpace.norm_sq_eq, mul_pow, Real.sq_sqrt (Nat.cast_nonneg n)]
  simp [uniformStart, mul_comm]

/-- Let `k > 0`, `r > 0`, `a ≥ 0`. Started with every fragment at `a`, exact trust-region
steps of total radius `r` first reach the minimum after `⌈a √n / r⌉` steps. -/
theorem first_minimum_uniformStart {n : ℕ} {k r a : ℝ} (hk : 0 < k) (hr : 0 < r) (ha : 0 ≤ a)
    {x : ℕ → Config n} (h0 : x 0 = uniformStart n a)
    (hx : ∀ m, IsTrustStep k r (x m) (x (m + 1))) :
    IsLeast {m | IsMinimum k (x m)} ⌈a * √(n : ℝ) / r⌉₊ := by
  have key : ∀ m, IsMinimum k (x m) ↔ ⌈a * √(n : ℝ) / r⌉₊ ≤ m := by
    intro m
    rw [isMinimum_iff_ceil_le hk hr hx, h0, norm_uniformStart n ha]
  exact ⟨(key _).2 le_rfl, fun m hm => (key m).1 hm⟩

/-- Let `k, r, a > 0` be fixed. For any budget of `M` steps, all sufficiently large systems
started with every fragment at `a` are not at the minimum after `M` exact steps. -/
theorem fixed_radius_not_size_intensive {k r a : ℝ} (hk : 0 < k) (hr : 0 < r) (ha : 0 < a)
    (M : ℕ) : ∃ n₀ : ℕ, ∀ n ≥ n₀, ∀ x : ℕ → Config n, x 0 = uniformStart n a →
      (∀ m, IsTrustStep k r (x m) (x (m + 1))) → ¬ IsMinimum k (x M) := by
  obtain ⟨n₀, hn₀⟩ := exists_nat_gt ((M * r / a) ^ 2)
  refine ⟨n₀, fun n hn x h0 hx hmin => ?_⟩
  have hcast : (n₀ : ℝ) ≤ n := Nat.cast_le.2 hn
  have hlt : M * r / a < √(n : ℝ) :=
    (Real.lt_sqrt (by positivity)).2 (lt_of_lt_of_le hn₀ hcast)
  rw [div_lt_iff₀ ha] at hlt
  have hle := (first_minimum_uniformStart hk hr ha.le h0 hx).2 hmin
  rw [Nat.ceil_le, div_le_iff₀ hr] at hle
  linarith

/-- Let `k > 0`, `ρ > 0`, `a ≥ 0` and `n > 0`. If the total radius is `ρ √n`, the minimum is
first reached from the uniform start after `⌈a / ρ⌉` exact steps. -/
theorem scaled_radius_size_intensive {n : ℕ} {k ρ a : ℝ} (hn : 0 < n) (hk : 0 < k)
    (hρ : 0 < ρ) (ha : 0 ≤ a) {x : ℕ → Config n} (h0 : x 0 = uniformStart n a)
    (hx : ∀ m, IsTrustStep k (ρ * √(n : ℝ)) (x m) (x (m + 1))) :
    IsLeast {m | IsMinimum k (x m)} ⌈a / ρ⌉₊ := by
  have hs : 0 < √(n : ℝ) := Real.sqrt_pos.2 (Nat.cast_pos.2 hn)
  have h := first_minimum_uniformStart hk (mul_pos hρ hs) ha h0 hx
  rwa [mul_div_mul_right a ρ hs.ne'] at h

end

end TrustRadiusSizeScaling
```

```lean
#print axioms TrustRadiusSizeScaling.fixed_radius_not_size_intensive
-- 'TrustRadiusSizeScaling.fixed_radius_not_size_intensive' depends on axioms: [propext, Classical.choice, Quot.sound]
#print axioms TrustRadiusSizeScaling.scaled_radius_size_intensive
-- 'TrustRadiusSizeScaling.scaled_radius_size_intensive' depends on axioms: [propext, Classical.choice, Quot.sound]
```

## How the lemmas carry the argument

`energy_le_iff` writes the energy as k/2 times the squared norm and turns energy comparisons into norm comparisons. `norm_trustStep` computes the norm of T(x), called `trustStep r x` in the code, by splitting into ‖x‖ ≤ r and r ≤ ‖x‖.

`isTrustStep_iff` contains the one-step argument. Its intermediate result `hin` places T(x) in the ball, and `hopt` is the triangle-inequality bound. For uniqueness, `norm_sub_sq_real` expands the squares, `hI` is the lower bound on ⟨y, x⟩, and `hd` is the final inequality ‖y − T(x)‖² ≤ 0. `trustStep_iterate_witness` then shows that sequences of exact steps exist from every start.

`norm_after_steps` is the induction, with the same two cases as above. In `isMinimum_iff_ceil_le`, `Nat.ceil_le` and `div_le_iff₀` convert the rounded-up quotient into ‖x 0‖ ≤ m r; comparison with the origin gives one direction, and non-negativity of the norm the other. `norm_uniformStart` supplies a√n by comparing squares, and the main theorem combines the two.

For the fixed radius, the proof picks an integer n₀ above (M r/a)² and contradicts the inequality a√n ≤ M r that a minimum at step M would imply. For the scaled radius, it applies the main theorem with r = ρ√n and cancels √n, which is positive because n > 0.
